# Axial powder pattern for $g_\parallel > g_\perp > 0$: an inverse-square-root divergence at $g_\perp$, a finite edge at $g_\parallel$

Let an axial centre have parallel g-value $p$ and perpendicular g-value $q$, with $0<q<p$, and let the cosine $c$ of the angle between field and symmetry axis be uniform on $[0,1]$. Then the effective g-value is distributed over $q<x<p$ with density

$$\rho(x)=\frac{x}{\sqrt{(p^2-q^2)(x^2-q^2)}} .$$

The density diverges as $1/\sqrt{x-q}$ at the perpendicular edge, falls strictly as $x$ grows, and tends to the finite value $p/(p^2-q^2)$ at the parallel edge.

## From the g-tensor to one variable

For a spin ½ with only a Zeeman interaction, the splitting in a field of strength $B$ along the unit vector $n$ is $\mu_B B$ times the length of the g-tensor applied to $n$, where $\mu_B$ is the Bohr magneton. That length is the effective g-value. In the principal frame, with components $n_0,n_1,n_2$ and the symmetry axis along the last one, the tensor is $\mathrm{diag}(q,q,p)$, so

$$g^2=q^2n_0^2+q^2n_1^2+p^2n_2^2=q^2(1-n_2^2)+p^2n_2^2 .$$

Only the direction cosine $c=n_2$ matters:

$$g(c)=\sqrt{p^2c^2+q^2(1-c^2)} .$$

In a powder or a frozen solution without preferred orientation, $n$ is uniform on the sphere. The area element is $\sin\theta\,d\theta\,d\varphi$, which is $dc\,d\varphi$ up to sign, so $c$ is uniform on $[-1,1]$. Since $g(-c)=g(c)$, it is enough to take $c$ uniform on $[0,1]$.

## The distribution as a statement about windows

The main theorem, `axial_powder_pattern`, describes the distribution through windows on the g-axis. For $q\le a\le b\le p$ it says that $\rho$ is integrable over $[a,b]$ and that

$$\mathrm{Prob}\bigl(a\le g(c)\le b\bigr)=\int_a^b\rho(x)\,dx .$$

Windows that start at the singular edge $a=q$ are included.

The Lean objects correspond to the physics as follows.

- `gEff p q c` is $g(c)$, `powderDensity p q x` is $\rho(x)$, and `cosAt p q x` is the direction cosine at which the g-value equals $x$.
- The probability is `volume`, the length of a subset of the real line, applied to the set of $c$ in `Icc 0 1` whose g-value lies in `Icc a b`. As $[0,1]$ has length one, no normalising factor is needed.
- Lengths in Lean take values in $[0,\infty]$, and `ENNReal.ofReal` carries the real integral into that range.
- `IntervalIntegrable` is the integrability of the density on the window.
- At $x=q$ Lean's division by zero gives the density the value 0, which does not affect the integral because it concerns a single point.

The hypotheses `hq` and `hqp` fix the case $0<q<p$. A centre with $g_\perp>g_\parallel$ is not covered, nor is a rhombic tensor. The theorem `gTensor_length` derives $g(c)$ from the diagonal tensor and a unit vector, while the spin Hamiltonian behind the word "splitting" and the isotropic distribution of directions are physical input. The reduction from the sphere to uniform $c$ is a mathematical step carried out only in the prose.

The density counts orientations. It contains no linewidth, no hyperfine structure and no orientation-dependent transition probability. It also lives on the g-axis: a field-swept spectrum at fixed frequency needs the change of variable from $g$ to the resonance field, which is proportional to $1/g$. Within these limits, for a single axial spin ½, the formula gives an exact reference against which the orientational average in an EPR simulation can be compared.

## Derivation by inverting $g(c)$

Write $K=p^2-q^2>0$. Then

$$g(c)^2=q^2+Kc^2 ,$$

so $g$ increases strictly for $c\ge 0$, from $g(0)=q$ to $g(1)=p$. Solving $g(c)=x$ for $x\ge q$ gives

$$C(x)=\sqrt{\frac{x^2-q^2}{K}},\qquad C(q)=0,\qquad C(p)=1 .$$

The orientations with $a\le g(c)\le b$ are therefore exactly those with $C(a)\le c\le C(b)$, and their probability is $C(b)-C(a)$.

For $x>q$ the chain rule gives

$$C'(x)=\frac{2x/K}{2\sqrt{(x^2-q^2)/K}}=\frac{x}{\sqrt{K}\,\sqrt{x^2-q^2}}=\rho(x).$$

If $a>q$, the fundamental theorem of calculus gives $\int_a^b\rho\,dx=C(b)-C(a)$ directly. If $a=q<b$, apply it on $[a',b]$ with $q<a'<b$ and let $a'\to q$. The integrals of the non-negative function $\rho$ increase to $C(b)-C(q)$, because $C$ is continuous at $q$. The singularity is thus integrable and the formula holds there too. If $a=b$, both sides are zero.

## The two edges and the slope between them

At $x=p$ the denominator of $\rho$ is $\sqrt{K\cdot K}=K$, and $\rho$ is continuous there, so

$$\lim_{x\to p^-}\rho(x)=\frac{p}{p^2-q^2}.$$

Near $x=q$, factor $x^2-q^2=(x-q)(x+q)$:

$$\rho(x)\sqrt{x-q}=\frac{x}{\sqrt{K(x+q)}}\;\longrightarrow\;\frac{q}{\sqrt{2q(p^2-q^2)}}\qquad(x\to q^+).$$

The limit is positive, so $\rho$ diverges precisely as an inverse square root. The physical origin is that $g$ is stationary at $c=0$: a whole band of directions near the perpendicular plane has nearly the same g-value.

For the slope, take $q<x<y\le p$. The inequality $\rho(y)<\rho(x)$ is equivalent, after clearing the positive denominators and squaring, to

$$y^2K(x^2-q^2)<x^2K(y^2-q^2),$$

and the right side minus the left side is $Kq^2(y^2-x^2)>0$.

## A numerical case: $g_\perp=2.00$, $g_\parallel=2.20$

Here $K=4.84-4.00=0.84$. At the midpoint of the pattern,

$$C(2.10)=\sqrt{0.41/0.84}\approx 0.699 ,$$

so about 70% of the orientations lie in the lower half of the g-range and 30% in the upper half.

The contrast is stronger at the edges. The window from 2.00 to 2.01 holds $C(2.01)=\sqrt{0.0401/0.84}\approx 0.218$ of the orientations. The equally wide window from 2.19 to 2.20 holds $1-\sqrt{0.7961/0.84}\approx 0.026$. The latter agrees with the edge density $2.20/0.84\approx 2.62$ times the width 0.01.

## The complete Lean file

```lean
import Mathlib

open MeasureTheory Set Filter Topology Matrix

namespace AxialGPowderPattern

noncomputable section

/-- Effective g-value of an axial centre with parallel value `p` and perpendicular value `q`,
when the field makes an angle of cosine `c` with the symmetry axis. -/
def gEff (p q c : ℝ) : ℝ := √(p ^ 2 * c ^ 2 + q ^ 2 * (1 - c ^ 2))

/-- The direction cosine assigned to the g-value `x`. -/
def cosAt (p q x : ℝ) : ℝ := √((x ^ 2 - q ^ 2) / (p ^ 2 - q ^ 2))

/-- The axial powder density on the g-axis. -/
def powderDensity (p q x : ℝ) : ℝ := x / √((p ^ 2 - q ^ 2) * (x ^ 2 - q ^ 2))

variable {p q : ℝ}

/-- The difference of the squares of two ordered positive g-values is positive. -/
lemma sq_gap_pos (hq : 0 < q) (hqp : q < p) : 0 < p ^ 2 - q ^ 2 := by
  nlinarith

/-- For a unit field direction `n`, the length of the axial g-tensor applied to `n` is the
effective g-value at direction cosine `n 2`. -/
theorem gTensor_length (p q : ℝ) (n : Fin 3 → ℝ) (hn : n ⬝ᵥ n = 1) :
    √((diagonal ![q, q, p] *ᵥ n) ⬝ᵥ (diagonal ![q, q, p] *ᵥ n)) = gEff p q (n 2) := by
  have e0 : (![q, q, p] : Fin 3 → ℝ) 0 = q := rfl
  have e1 : (![q, q, p] : Fin 3 → ℝ) 1 = q := rfl
  have e2 : (![q, q, p] : Fin 3 → ℝ) 2 = p := rfl
  simp only [dotProduct, Fin.sum_univ_three] at hn
  unfold gEff
  congr 1
  simp only [dotProduct, Fin.sum_univ_three, Matrix.mulVec_diagonal, e0, e1, e2]
  linear_combination q ^ 2 * hn

/-- Between the perpendicular plane and the axis, a larger direction cosine means a larger
effective g-value, and conversely. -/
theorem gEff_le_gEff_iff (hq : 0 < q) (hqp : q < p) {c d : ℝ} (hc : 0 ≤ c) (hd : 0 ≤ d) :
    gEff p q c ≤ gEff p q d ↔ c ≤ d := by
  have hK := sq_gap_pos hq hqp
  have hy : 0 ≤ p ^ 2 * d ^ 2 + q ^ 2 * (1 - d ^ 2) := by
    nlinarith [mul_nonneg hK.le (sq_nonneg d), sq_nonneg q]
  unfold gEff
  rw [Real.sqrt_le_sqrt_iff hy]
  constructor
  · intro h
    by_contra hlt
    have h1 : d < c := not_le.1 hlt
    have h2 : 0 < c ^ 2 - d ^ 2 := by nlinarith
    nlinarith [mul_pos hK h2]
  · intro h
    have h2 : 0 ≤ d ^ 2 - c ^ 2 := by nlinarith
    nlinarith [mul_nonneg hK.le h2]

/-- For `q ≤ x`, the function `gEff p q` takes the value `x` at `cosAt p q x`. -/
theorem gEff_cosAt (hq : 0 < q) (hqp : q < p) {x : ℝ} (hx : q ≤ x) :
    gEff p q (cosAt p q x) = x := by
  have hK := sq_gap_pos hq hqp
  have hn : 0 ≤ x ^ 2 - q ^ 2 := by nlinarith
  have ht : (x ^ 2 - q ^ 2) / (p ^ 2 - q ^ 2) * (p ^ 2 - q ^ 2) = x ^ 2 - q ^ 2 :=
    div_mul_cancel₀ _ hK.ne'
  unfold gEff cosAt
  rw [Real.sq_sqrt (div_nonneg hn hK.le)]
  have e : p ^ 2 * ((x ^ 2 - q ^ 2) / (p ^ 2 - q ^ 2))
      + q ^ 2 * (1 - (x ^ 2 - q ^ 2) / (p ^ 2 - q ^ 2)) = x ^ 2 := by
    linear_combination ht
  rw [e, Real.sqrt_sq (hq.le.trans hx)]

/-- Above the perpendicular edge, the direction cosine changes with the g-value at a rate
equal to the powder density. -/
theorem hasDerivAt_cosAt (hq : 0 < q) (hqp : q < p) {x : ℝ} (hx : q < x) :
    HasDerivAt (cosAt p q) (powderDensity p q x) x := by
  have hK := sq_gap_pos hq hqp
  have hn := sq_gap_pos hq hx
  have h1 : HasDerivAt (fun y : ℝ => (y ^ 2 - q ^ 2) / (p ^ 2 - q ^ 2))
      (2 * x / (p ^ 2 - q ^ 2)) x :=
    (((hasDerivAt_pow 2 x).sub_const (q ^ 2)).div_const (p ^ 2 - q ^ 2)).congr_deriv
      (by norm_num)
  have key : ∀ r s K : ℝ, 0 < r → 0 < s → r ^ 2 = K →
      2 * x / K / (2 * (s / r)) = x / (r * s) := by
    intro r s K hr hs h
    subst h
    field_simp
  have h3 : 2 * x / (p ^ 2 - q ^ 2) / (2 * √((x ^ 2 - q ^ 2) / (p ^ 2 - q ^ 2)))
      = powderDensity p q x := by
    unfold powderDensity
    rw [Real.sqrt_div hn.le, Real.sqrt_mul hK.le]
    exact key _ _ _ (Real.sqrt_pos.2 hK) (Real.sqrt_pos.2 hn) (Real.sq_sqrt hK.le)
  exact (h1.sqrt (div_pos hn hK).ne').congr_deriv h3

/-- The orientations whose g-value lies in the window `[a, b]` form an interval of direction
cosines. -/
theorem window_eq_Icc (hq : 0 < q) (hqp : q < p) {a b : ℝ} (ha : q ≤ a) (hab : a ≤ b)
    (hb : b ≤ p) :
    {c | c ∈ Icc (0 : ℝ) 1 ∧ gEff p q c ∈ Icc a b} = Icc (cosAt p q a) (cosAt p q b) := by
  have hA : 0 ≤ cosAt p q a := Real.sqrt_nonneg _
  have hB : 0 ≤ cosAt p q b := Real.sqrt_nonneg _
  have ea := gEff_cosAt hq hqp ha
  have eb := gEff_cosAt hq hqp (ha.trans hab)
  have e1 : gEff p q 1 = p := by
    have e : p ^ 2 * (1 : ℝ) ^ 2 + q ^ 2 * (1 - (1 : ℝ) ^ 2) = p ^ 2 := by ring
    unfold gEff
    rw [e, Real.sqrt_sq (hq.trans hqp).le]
  have hB1 : cosAt p q b ≤ 1 :=
    (gEff_le_gEff_iff hq hqp hB zero_le_one).1 (by rw [eb, e1]; exact hb)
  ext c
  constructor
  · rintro ⟨⟨h0, _⟩, h2, h3⟩
    exact ⟨(gEff_le_gEff_iff hq hqp hA h0).1 (by rw [ea]; exact h2),
      (gEff_le_gEff_iff hq hqp h0 hB).1 (by rw [eb]; exact h3)⟩
  · rintro ⟨h2, h3⟩
    have h0 : 0 ≤ c := hA.trans h2
    have h4 := (gEff_le_gEff_iff hq hqp hA h0).2 h2
    have h5 := (gEff_le_gEff_iff hq hqp h0 hB).2 h3
    rw [ea] at h4
    rw [eb] at h5
    exact ⟨⟨h0, h3.trans hB1⟩, h4, h5⟩

/-- Axial powder pattern: for a direction cosine uniform on `[0, 1]`, the probability that the
g-value lies in a window `[a, b]` within `[q, p]` is the integral of the powder density over
that window, and the density is integrable there. -/
theorem axial_powder_pattern (hq : 0 < q) (hqp : q < p) {a b : ℝ} (ha : q ≤ a) (hab : a ≤ b)
    (hb : b ≤ p) :
    IntervalIntegrable (powderDensity p q) volume a b ∧
      volume {c | c ∈ Icc (0 : ℝ) 1 ∧ gEff p q c ∈ Icc a b}
        = ENNReal.ofReal (∫ x in a..b, powderDensity p q x) := by
  have hcont : Continuous (cosAt p q) := by
    change Continuous fun x : ℝ => √((x ^ 2 - q ^ 2) / (p ^ 2 - q ^ 2))
    fun_prop
  have hder : ∀ x ∈ Ioo a b, HasDerivAt (cosAt p q) (powderDensity p q x) x :=
    fun x hx => hasDerivAt_cosAt hq hqp (ha.trans_lt hx.1)
  have hpos : ∀ x ∈ Ioo a b, 0 ≤ powderDensity p q x :=
    fun x hx => div_nonneg (hq.le.trans (ha.trans hx.1.le)) (Real.sqrt_nonneg _)
  -- a nonnegative derivative of a continuous function is integrable up to the singular edge
  have hint : IntervalIntegrable (powderDensity p q) volume a b :=
    (intervalIntegrable_iff_integrableOn_Ioc_of_le hab).2
      (intervalIntegral.integrableOn_deriv_of_nonneg hcont.continuousOn hder hpos)
  refine ⟨hint, ?_⟩
  rw [window_eq_Icc hq hqp ha hab hb, Real.volume_Icc,
    intervalIntegral.integral_eq_sub_of_hasDerivAt_of_le hab hcont.continuousOn hder hint]

/-- At the parallel edge the powder density tends to the finite value `p / (p² - q²)`. -/
theorem tendsto_parallel_edge (hq : 0 < q) (hqp : q < p) :
    Tendsto (powderDensity p q) (𝓝[<] p) (𝓝 (p / (p ^ 2 - q ^ 2))) := by
  have hK := sq_gap_pos hq hqp
  have hc : ContinuousAt (fun x : ℝ => x / √((p ^ 2 - q ^ 2) * (x ^ 2 - q ^ 2))) p :=
    ContinuousAt.div continuousAt_id (by fun_prop) (Real.sqrt_pos.2 (mul_pos hK hK)).ne'
  have h := hc.tendsto
  rw [Real.sqrt_mul_self hK.le] at h
  exact h.mono_left nhdsWithin_le_nhds

/-- At the perpendicular edge the powder density diverges as an inverse square root: its product
with `√(x - q)` tends to `q / √(2 q (p² - q²))`. -/
theorem tendsto_perpendicular_edge (hq : 0 < q) (hqp : q < p) :
    Tendsto (fun x => powderDensity p q x * √(x - q)) (𝓝[>] q)
      (𝓝 (q / √(2 * q * (p ^ 2 - q ^ 2)))) := by
  have hK := sq_gap_pos hq hqp
  have hc : ContinuousAt (fun x : ℝ => x / √((p ^ 2 - q ^ 2) * (x + q))) q :=
    ContinuousAt.div continuousAt_id (by fun_prop)
      (Real.sqrt_pos.2 (mul_pos hK (add_pos hq hq))).ne'
  have h := hc.tendsto
  have e : (p ^ 2 - q ^ 2) * (q + q) = 2 * q * (p ^ 2 - q ^ 2) := by ring
  rw [e] at h
  refine Tendsto.congr' ?_ (h.mono_left nhdsWithin_le_nhds)
  -- the factor √(x - q) cancels the singular part of the density
  filter_upwards [self_mem_nhdsWithin] with x hx
  have hx' : q < x := hx
  have hs : √(x - q) ≠ 0 := (Real.sqrt_pos.2 (sub_pos.2 hx')).ne'
  have h0 : 0 ≤ (p ^ 2 - q ^ 2) * (x + q) := mul_nonneg hK.le (by linarith)
  have e2 : (p ^ 2 - q ^ 2) * (x ^ 2 - q ^ 2) = (p ^ 2 - q ^ 2) * (x + q) * (x - q) := by ring
  rw [powderDensity, e2, Real.sqrt_mul h0, div_mul_eq_mul_div, mul_div_mul_right _ _ hs]

/-- The powder density decreases strictly from the perpendicular edge to the parallel edge. -/
theorem powderDensity_strictAntiOn (hq : 0 < q) (hqp : q < p) :
    StrictAntiOn (powderDensity p q) (Ioc q p) := by
  intro x hx y hy hxy
  have hK := sq_gap_pos hq hqp
  have hX := mul_pos hK (sq_gap_pos hq hx.1)
  have hY := mul_pos hK (sq_gap_pos hq hy.1)
  have hx0 : 0 < x := hq.trans hx.1
  unfold powderDensity
  rw [div_lt_div_iff₀ (Real.sqrt_pos.2 hY) (Real.sqrt_pos.2 hX)]
  -- compare the squares of both sides
  refine lt_of_pow_lt_pow_left₀ 2 (mul_nonneg hx0.le (Real.sqrt_nonneg _)) ?_
  rw [mul_pow, mul_pow, Real.sq_sqrt hX.le, Real.sq_sqrt hY.le]
  have h := mul_pos (mul_pos hK (pow_pos hq 2)) (sq_gap_pos hx0 hxy)
  linarith [h, show x ^ 2 * ((p ^ 2 - q ^ 2) * (y ^ 2 - q ^ 2))
    - y ^ 2 * ((p ^ 2 - q ^ 2) * (x ^ 2 - q ^ 2))
    = (p ^ 2 - q ^ 2) * q ^ 2 * (y ^ 2 - x ^ 2) by ring]

end

end AxialGPowderPattern
```

```lean
#print axioms AxialGPowderPattern.axial_powder_pattern
#print axioms AxialGPowderPattern.tendsto_parallel_edge
#print axioms AxialGPowderPattern.tendsto_perpendicular_edge
#print axioms AxialGPowderPattern.powderDensity_strictAntiOn
```

```
'AxialGPowderPattern.axial_powder_pattern' depends on axioms: [propext, Classical.choice, Quot.sound]
'AxialGPowderPattern.tendsto_parallel_edge' depends on axioms: [propext, Classical.choice, Quot.sound]
'AxialGPowderPattern.tendsto_perpendicular_edge' depends on axioms: [propext, Classical.choice, Quot.sound]
'AxialGPowderPattern.powderDensity_strictAntiOn' depends on axioms: [propext, Classical.choice, Quot.sound]
```

## How the proof follows the inversion

**Tensor and monotonicity.** In `gTensor_length`, both sides are square roots, and `congr 1` leaves their radicands to be compared. They differ by $q^2$ times the unit-length condition, which is what `linear_combination q ^ 2 * hn` supplies. The lemma `sq_gap_pos` provides $K>0$, and it is applied again with other pairs of values, for example to obtain $x^2-q^2>0$. In `gEff_le_gEff_iff`, the square roots are removed by `Real.sqrt_le_sqrt_iff`. What remains is the sign of $K(d^2-c^2)$ for two non-negative cosines $c$ and $d$, settled by `nlinarith` in each direction.

**Inverse and derivative.** The theorem `gEff_cosAt` inserts $C(x)$ into $g$ and simplifies the radicand to $x^2$. The root is then $x$, because $x$ is positive. In `hasDerivAt_cosAt`, `h1` differentiates the quotient under the root and `h1.sqrt` applies the chain rule. The auxiliary identity `key` brings the result into the form of $\rho$, with $r=\sqrt K$ and $s=\sqrt{x^2-q^2}$.

**Window to interval.** The theorem `window_eq_Icc` proves the equality of sets by two inclusions. Each uses the monotonicity equivalence, with $g(C(a))$ and $g(C(b))$ rewritten as $a$ and $b$. The bound `hB1`, $C(b)\le 1$, comes from $b\le p=g(1)$ and ensures that the interval stays within the allowed cosines.

**The singular edge.** In `axial_powder_pattern`, the derivative of $C$ is needed only on the open interval between $a$ and $b$, while continuity of $C$ holds everywhere. The library result `integrableOn_deriv_of_nonneg` turns continuity and a non-negative derivative into integrability, replacing the limit $a'\to q$ of the derivation above. The matching form of the fundamental theorem, `integral_eq_sub_of_hasDerivAt_of_le`, then evaluates the integral as $C(b)-C(a)$. This is the length that `Real.volume_Icc` assigns to the interval of cosines.

**Limits and decrease.** The theorem `tendsto_parallel_edge` uses continuity of the quotient at $p$ and restricts the limit to values below $p$, written `𝓝[<] p`. For `tendsto_perpendicular_edge`, the continuous function is $x/\sqrt{K(x+q)}$. The tactic `filter_upwards` shows that it equals $\rho(x)\sqrt{x-q}$ for every $x>q$, where the common factor $\sqrt{x-q}$ is non-zero and cancels. The theorem `powderDensity_strictAntiOn` works on `Ioc q p`, which leaves out the singular point $q$ and includes $p$. It cross-multiplies with `div_lt_div_iff₀`, compares squares, and closes with the identity for $Kq^2(y^2-x^2)$.
